# The n-neighbour embedding increment as a product of densities and an n-th derivative

When an embedded-atom energy is expanded in clusters of neighbours and cut off at some order, one wants to know how large a neglected term can be. For a smooth embedding function, the estimate follows from a mean value formula.

An atom sits in a background density $x$ and has a set $T$ of $n\ge 1$ further neighbours. Neighbour $j$ contributes the density $\rho_j>0$, and the embedding energy is $F$ of the total density. Write $\rho(S)=\sum_{j\in S}\rho_j$. The part of the energy that belongs to all $n$ neighbours jointly is the increment

$$\Delta_T F(x)=\sum_{S\subseteq T}(-1)^{|T|+|S|}\,F(x+\rho(S)).$$

If $F$ is $n$ times continuously differentiable on the reals, then for some $\xi$ strictly between $x$ and $x+\rho(T)$

$$\Delta_T F(x)=\Big(\prod_{j\in T}\rho_j\Big)F^{(n)}(\xi).$$

An atom with no other neighbours has $x=0$. For $n=1$ the formula is the ordinary mean value theorem, $F(x+\rho_1)-F(x)=\rho_1F'(\xi)$.

## Adding one neighbour at a time

Let $T=s\cup\{a\}$ with $a\notin s$. Each $S\subseteq s$ pairs with $S\cup\{a\}$, and the two terms have opposite signs. Hence

$$\Delta_TF(x)=\sum_{S\subseteq s}(-1)^{|s|+|S|}\big[F(x+\rho(S)+\rho_a)-F(x+\rho(S))\big]=\Delta_sG(x),$$

where $G(y)=F(y+\rho_a)-F(y)$.

Now use induction on the cluster. For the empty cluster the increment is $F(x)$, and $\xi=x$ serves. For the step, let $m=|s|$. The induction hypothesis for $G$ gives a $\xi\in[x,x+\rho(s)]$ with

$$\Delta_sG(x)=\Big(\prod_{j\in s}\rho_j\Big)\big[F^{(m)}(\xi+\rho_a)-F^{(m)}(\xi)\big].$$

By the mean value theorem the bracket is $\rho_aF^{(m+1)}(\eta)$ with $\xi<\eta<\xi+\rho_a$. Since $x\le\xi\le x+\rho(s)$, the point $\eta$ lies strictly between $x$ and $x+\rho(T)$.

## Clusters and increments in Lean

Neighbours carry labels from an arbitrary type `ι`.

```lean
import Mathlib

open Finset

namespace EmbeddingIncrement

variable {ι : Type*}
```

A cluster is a finite set `T` of labels, and `ρ j` is the density from one neighbour, not the total density. The letter `x` is a density too, not a position.

```lean
/-- The many-body increment of the neighbour set `T` for the embedding function `F` in a
background density `x`: the embedding energies of all subclusters `S` of `T`, summed with the
inclusion-exclusion sign `(-1)^(|T| + |S|)`. -/
def increment (F : ℝ → ℝ) (ρ : ι → ℝ) (x : ℝ) (T : Finset ι) : ℝ :=
  ∑ S ∈ T.powerset, (-1) ^ (T.card + S.card) * F (x + ∑ j ∈ S, ρ j)
```

The definition takes the energy to depend only on a sum of fixed neighbour densities. Whether a real material is well described this way is a separate question, which no hypothesis below addresses. The increment belongs to the embedding energy of one atom. It leaves out the pair potential of an embedded-atom model and the embedding energies of the neighbours themselves.

The pairing of subclusters comes first. `sum_powerset_insert` splits the sum into subclusters without and with `a`, and the remaining lines compare signs and densities term by term.

```lean
variable [DecidableEq ι]

/-- Adding a new neighbour `a` to the cluster amounts to replacing the embedding function by
its change when the density of `a` is added. -/
theorem increment_insert (F : ℝ → ℝ) (ρ : ι → ℝ) (x : ℝ) {a : ι} {s : Finset ι}
    (ha : a ∉ s) :
    increment F ρ x (insert a s) = increment (fun y => F (y + ρ a) - F y) ρ x s := by
  simp only [increment]
  -- subclusters without `a` are paired with those that contain it
  rw [sum_powerset_insert ha, ← sum_add_distrib]
  apply sum_congr rfl
  intro S hS
  have haS : a ∉ S := fun h => ha (mem_powerset.1 hS h)
  rw [card_insert_of_notMem ha, card_insert_of_notMem haS, sum_insert haS,
    show x + (ρ a + ∑ j ∈ S, ρ j) = x + ∑ j ∈ S, ρ j + ρ a by ring]
  ring
```

## Induction with derivatives on an interval

The induction is carried out for a sequence `D 0`, `D 1`, … in which each function is the derivative of the one before, up to order $n$. This is required only on the closed interval of densities from the background to the full cluster, so $F$ may be singular elsewhere.

In the proof, `hG` checks that the differences of the `D k` again form such a sequence, `ih` supplies $\xi$, and `exists_hasDerivAt_eq_slope` supplies $\eta$.

```lean
/-- Local mean value formula: let `D 0, D 1, ...` be successive derivatives, up to order `|T|`, on
the closed interval of densities from the background to the full cluster, and let all neighbour
densities be positive. Then the increment of `D 0` is the product of the densities times `D |T|` at
a point of that interval, an interior point if `T` is non-empty. -/
theorem increment_eq_of_derivatives (ρ : ι → ℝ) (T : Finset ι) :
    ∀ (D : ℕ → ℝ → ℝ) (x : ℝ), (∀ j ∈ T, 0 < ρ j) →
      (∀ k < T.card, ∀ y ∈ Set.Icc x (x + ∑ j ∈ T, ρ j),
        HasDerivAt (D k) (D (k + 1) y) y) →
      ∃ ξ ∈ Set.Icc x (x + ∑ j ∈ T, ρ j),
        (T.Nonempty → ξ ∈ Set.Ioo x (x + ∑ j ∈ T, ρ j)) ∧
        increment (D 0) ρ x T = (∏ j ∈ T, ρ j) * D T.card ξ := by
  induction T using Finset.induction_on with
  | empty =>
    intro D x _ _
    exact ⟨x, by simp, by simp, by simp [increment]⟩
  | insert a s ha ih =>
    intro D x hρ hD
    have hs : ∀ j ∈ s, 0 < ρ j := fun j hj => hρ j (mem_insert_of_mem hj)
    have ha0 : 0 < ρ a := hρ a (mem_insert_self a s)
    rw [sum_insert ha, card_insert_of_notMem ha] at hD
    -- the differences of the `D k` are again successive derivatives
    have hG : ∀ k < s.card, ∀ y ∈ Set.Icc x (x + ∑ j ∈ s, ρ j),
        HasDerivAt (fun z => D k (z + ρ a) - D k z)
          (D (k + 1) (y + ρ a) - D (k + 1) y) y := by
      intro k hk y hy
      have h1 := hD k (by omega) (y + ρ a) ⟨by linarith [hy.1], by linarith [hy.2]⟩
      have h2 := hD k (by omega) y ⟨hy.1, by linarith [hy.2]⟩
      exact (h1.comp_add_const y (ρ a)).fun_sub h2
    obtain ⟨ξ, hξ, -, hinc⟩ := ih (fun k y => D k (y + ρ a) - D k y) x hs hG
    have hinc' : increment (fun y => D 0 (y + ρ a) - D 0 y) ρ x s
        = (∏ j ∈ s, ρ j) * (D s.card (ξ + ρ a) - D s.card ξ) := hinc
    -- the ordinary mean value theorem supplies the last derivative
    have hder : ∀ y ∈ Set.Icc ξ (ξ + ρ a),
        HasDerivAt (D s.card) (D (s.card + 1) y) y := fun y hy =>
      hD _ (by omega) y ⟨by linarith [hξ.1, hy.1], by linarith [hξ.2, hy.2]⟩
    obtain ⟨η, hη, hslope⟩ := exists_hasDerivAt_eq_slope (D s.card) (D (s.card + 1))
      (by linarith : ξ < ξ + ρ a)
      (fun y hy => (hder y hy).continuousAt.continuousWithinAt)
      (fun y hy => hder y (Set.Ioo_subset_Icc_self hy))
    rw [add_sub_cancel_left, eq_div_iff ha0.ne'] at hslope
    have hη' : η ∈ Set.Ioo x (x + (ρ a + ∑ j ∈ s, ρ j)) :=
      ⟨by linarith [hξ.1, hη.1], by linarith [hξ.2, hη.2]⟩
    rw [sum_insert ha, prod_insert ha, card_insert_of_notMem ha, increment_insert _ _ _ ha]
    refine ⟨η, Set.Ioo_subset_Icc_self hη', fun _ => hη', ?_⟩
    rw [hinc', ← hslope]
    ring
```

Taking `D k` to be the $k$-th iterated derivative gives the formula for smooth $F$. `ContDiff ℝ T.card F` states the smoothness on the whole real line, and `Set.Ioo` is the open interval. A cubic spline for $F$ with a continuous second derivative generally has jumps in the third, so this version then reaches $n=2$. If a piecewise cubic interpolation has only a continuous first derivative, it reaches $n=1$.

```lean
/-- Mean value formula for embedding increments: for `n ≥ 1` neighbours with positive densities
and an `n` times continuously differentiable embedding function, the `n`-neighbour increment is
the product of the densities times the `n`-th derivative at a density strictly between the
background and the full cluster. -/
theorem increment_mean_value {F : ℝ → ℝ} {ρ : ι → ℝ} {T : Finset ι} (hT : T.Nonempty)
    (hF : ContDiff ℝ T.card F) (hρ : ∀ j ∈ T, 0 < ρ j) (x : ℝ) :
    ∃ ξ ∈ Set.Ioo x (x + ∑ j ∈ T, ρ j),
      increment F ρ x T = (∏ j ∈ T, ρ j) * iteratedDeriv T.card F ξ := by
  obtain ⟨ξ, -, hξ, h⟩ := increment_eq_of_derivatives ρ T (fun k => iteratedDeriv k F) x hρ
    (by
      intro k hk y _
      have hd := hF.differentiable_iteratedDeriv k (by exact_mod_cast hk)
      simp only [iteratedDeriv_succ]
      exact (hd y).hasDerivAt)
  simp only [iteratedDeriv_zero] at h
  exact ⟨ξ, hξ hT, h⟩
```

## Size and sign of a neglected term

A bound $M$ on $|F^{(n)}|$ over the interval bounds the increment by $M\prod_j\rho_j$. This estimates one atom's term for a single set of neighbours; a truncation error in the total energy sums over many such sets and over all atoms.

```lean
/-- If the `n`-th derivative of the embedding function is bounded by `M` between the background
and the full cluster, the increment of `n ≥ 1` neighbours with positive densities is at most `M`
times the product of the densities in magnitude. -/
theorem abs_increment_le {F : ℝ → ℝ} {ρ : ι → ℝ} {T : Finset ι} (hT : T.Nonempty)
    (hF : ContDiff ℝ T.card F) (hρ : ∀ j ∈ T, 0 < ρ j) (x M : ℝ)
    (hM : ∀ y ∈ Set.Ioo x (x + ∑ j ∈ T, ρ j), |iteratedDeriv T.card F y| ≤ M) :
    |increment F ρ x T| ≤ M * ∏ j ∈ T, ρ j := by
  obtain ⟨ξ, hξ, h⟩ := increment_mean_value hT hF hρ x
  have hp : 0 < ∏ j ∈ T, ρ j := prod_pos hρ
  rw [h, abs_mul, abs_of_pos hp, mul_comm]
  exact mul_le_mul_of_nonneg_right (hM ξ hξ) hp.le
```

A positive $n$-th derivative likewise makes the increment positive, because the densities are positive.

```lean
/-- If the `n`-th derivative of the embedding function is positive between the background and
the full cluster, the increment of `n ≥ 1` neighbours with positive densities is positive. -/
theorem increment_pos {F : ℝ → ℝ} {ρ : ι → ℝ} {T : Finset ι} (hT : T.Nonempty)
    (hF : ContDiff ℝ T.card F) (hρ : ∀ j ∈ T, 0 < ρ j) (x : ℝ)
    (hpos : ∀ y ∈ Set.Ioo x (x + ∑ j ∈ T, ρ j), 0 < iteratedDeriv T.card F y) :
    0 < increment F ρ x T := by
  obtain ⟨ξ, hξ, h⟩ := increment_mean_value hT hF hρ x
  rw [h]
  exact mul_pos (prod_pos hρ) (hpos ξ hξ)
```

## Two neighbours in a square-root embedding

The Finnis–Sinclair function $F(y)=-A\sqrt y$ is not differentiable at $y=0$, so the interval version is used with a background $b>0$, which stands for the density of the other neighbours. By hand,

$$F'(y)=-\frac{A}{2\sqrt y},\qquad F''(y)=\frac{A}{4y^{3/2}},$$

and the pair increment is $\rho_i\rho_jA/(4\xi^{3/2})$. For $A>0$ it is positive: two neighbours together lower the embedding energy by less than the sum of their separate effects.

The proof enters these three functions as `D 0`, `D 1` and `D 2`; `key` simplifies the quotient rule for the second derivative.

```lean
/-- For the Finnis-Sinclair embedding function `y ↦ -A √y` in a positive background density `b`, the
increment of two distinct neighbours with positive densities is `ρ i * ρ j * A / (4 ξ^(3/2))` for a
density `ξ` strictly between the background and the full cluster. -/
theorem finnisSinclair_pair_increment {ρ : ι → ℝ} {i j : ι} (hij : i ≠ j)
    (hi : 0 < ρ i) (hj : 0 < ρ j) (A : ℝ) {b : ℝ} (hb : 0 < b) :
    ∃ ξ ∈ Set.Ioo b (b + (ρ i + ρ j)),
      increment (fun y => -(A * √y)) ρ b {i, j} = ρ i * ρ j * (A / (4 * (√ξ) ^ 3)) := by
  -- the embedding function with its first two derivatives
  obtain ⟨D, hD0, hD1, hD2⟩ : ∃ D : ℕ → ℝ → ℝ, D 0 = (fun y => -(A * √y)) ∧
      D 1 = (fun y => -A / (2 * √y)) ∧ D 2 = (fun y => A / (4 * (√y) ^ 3)) :=
    ⟨fun k => match k with
      | 0 => fun y => -(A * √y)
      | 1 => fun y => -A / (2 * √y)
      | _ => fun y => A / (4 * (√y) ^ 3), rfl, rfl, rfl⟩
  have hρ : ∀ l ∈ ({i, j} : Finset ι), 0 < ρ l := by
    intro l hl
    rcases mem_insert.1 hl with rfl | hl
    · exact hi
    · rw [mem_singleton.1 hl]
      exact hj
  have key : ∀ s : ℝ, s ≠ 0 →
      (0 * (2 * s) - -A * (2 * (1 / (2 * s)))) / (2 * s) ^ 2 = A / (4 * s ^ 3) := by
    intro s hs
    field_simp
    ring
  obtain ⟨ξ, -, hξ, h⟩ := increment_eq_of_derivatives ρ {i, j} D b hρ (by
    intro k hk y hy
    rw [card_pair hij] at hk
    have hy0 : 0 < y := lt_of_lt_of_le hb hy.1
    have hsq : 0 < √y := Real.sqrt_pos.2 hy0
    have hs : HasDerivAt (fun z => √z) (1 / (2 * √y)) y := Real.hasDerivAt_sqrt hy0.ne'
    have hne : 2 * √y ≠ 0 := by positivity
    have hk' : k = 0 ∨ k = 1 := by omega
    rcases hk' with rfl | rfl
    · rw [hD0, zero_add, hD1]
      exact (hs.const_mul A).fun_neg.congr_deriv (by ring)
    · rw [one_add_one_eq_two, hD1, hD2]
      exact ((hasDerivAt_const y (-A)).fun_div (hs.const_mul 2) hne).congr_deriv
        (key _ hsq.ne'))
  have hξ' := hξ (insert_nonempty i {j})
  rw [sum_pair hij] at hξ'
  rw [prod_pair hij, card_pair hij, hD0, hD2] at h
  exact ⟨ξ, hξ', h⟩

end EmbeddingIncrement
```

```lean
#print axioms EmbeddingIncrement.increment_eq_of_derivatives
#print axioms EmbeddingIncrement.abs_increment_le
#print axioms EmbeddingIncrement.increment_pos
#print axioms EmbeddingIncrement.finnisSinclair_pair_increment
```

```
'EmbeddingIncrement.increment_eq_of_derivatives' depends on axioms: [propext, Classical.choice, Quot.sound]
'EmbeddingIncrement.abs_increment_le' depends on axioms: [propext, Classical.choice, Quot.sound]
'EmbeddingIncrement.increment_pos' depends on axioms: [propext, Classical.choice, Quot.sound]
'EmbeddingIncrement.finnisSinclair_pair_increment' depends on axioms: [propext, Classical.choice, Quot.sound]
```
